# A Hadamard gate on every qubit swaps the X and Z labels of a Pauli string, with sign (−1)^(x·z)

On one qubit, HXH = Z and HZH = X, so H(XZ)H = ZX = −XZ. The two letters trade places, and a minus sign appears because they have to be reordered. Now I apply H to all n qubits and follow a long Pauli string through the layer. I record the string as two bit strings, x for the X factors and z for the Z factors. Can I just swap x and z and keep a single overall sign? And which strings come out unchanged?

## One swap and one parity bit

Yes. The sign is −1 when an odd number of qubits carry both an X and a Z, and +1 otherwise. The unchanged strings are those with x = z and an even number of such qubits.

Label the basis states by bit strings, added modulo 2, and let a·b be the dot product modulo 2. The Hadamard layer W and the Pauli string P(x,z) are

W_ab = 2^(−n/2) (−1)^(a·b)

P(x,z)|b⟩ = (−1)^(z·b) |b + x⟩

So P(x,z) applies the Z factors first, then the X factors. On a qubit with both it gives XZ = −iY, so P(x,z) is the usual Hermitian string times a factor −i for each Y. Swapping x and z preserves the number of Y's, so the sign rule is the same in both conventions.

**W is the gate layer.** The one-qubit gate has entries H_st = (−1)^(st)/√2. Signs multiply when bits add, so the product of H_(a_i b_i) over all qubits is W_ab.

**W squares to the identity.** Let S(a) be the sum of (−1)^(a·b) over all b. If a = 0, every term is 1 and S(a) = 2^n. If a_i = 1 for some i, flipping bit i of b permutes the terms and reverses each sign, so S(a) = −S(a) = 0. Hence

(W²)_ab = 2^(−n) Σ_c (−1)^(a·c + c·b) = 2^(−n) S(a + b),

which is 1 if a = b and 0 otherwise. Since a·b = b·a, W is also symmetric.

**Moving P through W.** Column b of P(x,z) has its only entry in row b + x, so

(W P(x,z))_ab = 2^(−n/2) (−1)^(a·b + a·x + z·b).

Row a of P(z,x) has its only entry in column a + z, with value (−1)^(x·(a+z)), so

(P(z,x) W)_ab = 2^(−n/2) (−1)^(x·a + x·z + a·b + z·b).

The two differ by the factor (−1)^(x·z). Therefore

W P(x,z) = (−1)^(x·z) P(z,x) W,

and multiplying on the right by W gives

W P(x,z) W = (−1)^(x·z) P(z,x).

**Unchanged strings.** If W commutes with P(x,z), then P(x,z) = (−1)^(x·z) P(z,x). Compare the entries in row x, column 0. The left side is 1; the right side is (−1)^(x·z) if x = z and 0 otherwise. So x = z and x·z = 0. Conversely, under these conditions the exchange rule says that the two matrices commute. These strings contain only Y's and identities, with an even number of Y's.

In the Lean file, `Bits n` is the type of bit strings, `phase t` is (−1)^t, and `⬝ᵥ` is the dot product in `ZMod 2`, hence already reduced modulo 2. The matrices `hadamardGate n` and `pauli x z` are W and P(x,z), with rows for output states and columns for input states, and `•` multiplies a matrix by a number. The theorems `hadamardGate_transpose`, `hadamardGate_mul_self` and `hadamardGate_conj_pauli` state that W is symmetric, that W² = 1, and the conjugation rule. `hadamardGate_commute_iff` characterises the unchanged strings. All hold for every n and all x and z, including n = 0, where the matrices are 1 × 1.

`hadamardGate_eq_prod` ties W to one-qubit gates entry by entry, whereas the reading of `pauli` as a product of X and Z gates rests on its definition. The step from these matrices to a device is the assumption that its gates act ideally, without noise.

```lean
import Mathlib

open scoped Matrix

namespace HadamardPauliExchange

noncomputable section

/-- Labels of the computational basis states of `n` qubits: strings of `n` bits,
added modulo 2. -/
abbrev Bits (n : ℕ) := Fin n → ZMod 2

/-- The sign `(-1)^t` of a bit `t`. -/
def phase (t : ZMod 2) : ℂ := if t = 0 then 1 else -1

/-- The one-qubit Hadamard gate: all entries are `1/√2`, except the entry between
state 1 and itself, which is `-1/√2`. -/
def hadamardOne : Matrix (ZMod 2) (ZMod 2) ℂ := fun s t =>
  if s = 1 ∧ t = 1 then -((Real.sqrt 2 : ℝ) : ℂ)⁻¹ else ((Real.sqrt 2 : ℝ) : ℂ)⁻¹

/-- The `n`-qubit Hadamard matrix, with entries `2^(-n/2) (-1)^(a·b)`. -/
def hadamardGate (n : ℕ) : Matrix (Bits n) (Bits n) ℂ := fun a b =>
  (((Real.sqrt 2 : ℝ) : ℂ)⁻¹) ^ n * phase (a ⬝ᵥ b)

/-- The Pauli string `P(x,z)`, which sends the basis state `b` to `(-1)^(z·b)` times
the basis state `b + x`. -/
def pauli {n : ℕ} (x z : Bits n) : Matrix (Bits n) (Bits n) ℂ := fun a b =>
  if a = b + x then phase (z ⬝ᵥ b) else 0

/-- The sign of a sum of two bits is the product of their signs. -/
theorem phase_add (s t : ZMod 2) : phase (s + t) = phase s * phase t := by
  have h : ∀ u : ZMod 2, u = 0 ∨ u = 1 := by decide
  have h2 : (1 : ZMod 2) + 1 = 0 := by decide
  rcases h s with rfl | rfl <;> rcases h t with rfl | rfl <;> simp [phase, h2]

/-- The `n`-qubit Hadamard matrix is the tensor product of `n` one-qubit Hadamard gates:
each entry is the product of the one-qubit entries. -/
theorem hadamardGate_eq_prod {n : ℕ} (a b : Bits n) :
    hadamardGate n a b = ∏ i, hadamardOne (a i) (b i) := by
  have h : ∀ u : ZMod 2, u = 0 ∨ u = 1 := by decide
  have hone : ∀ s t : ZMod 2,
      hadamardOne s t = ((Real.sqrt 2 : ℝ) : ℂ)⁻¹ * phase (s * t) := by
    intro s t
    rcases h s with rfl | rfl <;> rcases h t with rfl | rfl <;> simp [hadamardOne, phase]
  -- the sign of a sum over qubits factorises
  have hsum : ∀ s : Finset (Fin n),
      phase (∑ i ∈ s, a i * b i) = ∏ i ∈ s, phase (a i * b i) := by
    intro s
    induction s using Finset.induction_on with
    | empty => simp [phase]
    | insert i s hi ih => rw [Finset.sum_insert hi, Finset.prod_insert hi, phase_add, ih]
  simp only [hone, Finset.prod_mul_distrib, Finset.prod_const, Finset.card_univ,
    Fintype.card_fin]
  rw [← hsum]
  rfl

/-- Orthogonality of signs: the sum of `(-1)^(a·b)` over all basis labels `b` is `2^n`
if `a = 0`, and vanishes otherwise. -/
theorem sum_phase {n : ℕ} (a : Bits n) :
    ∑ b : Bits n, phase (a ⬝ᵥ b) = if a = 0 then 2 ^ n else 0 := by
  by_cases ha : a = 0
  · subst ha
    simp [phase, ZMod.card]
  · rw [if_neg ha]
    obtain ⟨i, hi⟩ := Function.ne_iff.mp ha
    have hi' : a i ≠ 0 := hi
    -- flipping bit `i` of `b` reverses the sign of every term
    have hflip : ∀ b : Bits n,
        phase (a ⬝ᵥ (b + Pi.single i 1)) = -phase (a ⬝ᵥ b) := by
      intro b
      rw [dotProduct_add, phase_add, dotProduct_single, mul_one]
      have : phase (a i) = -1 := if_neg hi'
      rw [this]
      ring
    have hshift := Equiv.sum_comp (Equiv.addRight (Pi.single i 1 : Bits n))
      (fun b => phase (a ⬝ᵥ b))
    simp only [Equiv.coe_addRight, hflip, Finset.sum_neg_distrib] at hshift
    linear_combination (-1 / 2 : ℂ) * hshift

/-- Adding the same bit string twice changes nothing, so `a = c + z` means `c = a + z`. -/
theorem eq_add_iff {n : ℕ} (a c z : Bits n) : a = c + z ↔ c = a + z := by
  have hz : z + z = 0 := funext fun i => CharTwo.add_self_eq_zero (z i)
  constructor
  · rintro rfl
    rw [add_assoc, hz, add_zero]
  · rintro rfl
    rw [add_assoc, hz, add_zero]

/-- The `n`-qubit Hadamard matrix is symmetric. -/
theorem hadamardGate_transpose (n : ℕ) : (hadamardGate n)ᵀ = hadamardGate n := by
  ext a b
  simp only [Matrix.transpose_apply, hadamardGate, dotProduct_comm b a]

/-- Applying the `n`-qubit Hadamard matrix twice gives the identity. -/
theorem hadamardGate_mul_self (n : ℕ) : hadamardGate n * hadamardGate n = 1 := by
  have hs : (((Real.sqrt 2 : ℝ) : ℂ)⁻¹) ^ 2 * 2 = 1 := by
    rw [inv_pow, ← Complex.ofReal_pow, Real.sq_sqrt (by norm_num)]
    norm_num
  have hN : ((((Real.sqrt 2 : ℝ) : ℂ)⁻¹) ^ n) ^ 2 * 2 ^ n = 1 := by
    rw [← pow_mul, mul_comm n 2, pow_mul, ← mul_pow, hs, one_pow]
  ext a b
  -- the two signs combine into the sign of `(a + b)·c`
  have hterm : ∀ c : Bits n, hadamardGate n a c * hadamardGate n c b =
      ((((Real.sqrt 2 : ℝ) : ℂ)⁻¹) ^ n) ^ 2 * phase ((a + b) ⬝ᵥ c) := by
    intro c
    rw [add_dotProduct, phase_add, dotProduct_comm b c]
    simp only [hadamardGate]
    ring
  have hab : a + b = 0 ↔ a = b := by
    have h := eq_add_iff a 0 b
    rw [zero_add] at h
    exact ⟨fun h0 => h.mpr h0.symm, fun h0 => (h.mp h0).symm⟩
  rw [Matrix.mul_apply, Finset.sum_congr rfl (fun c _ => hterm c), ← Finset.mul_sum,
    sum_phase, Matrix.one_apply]
  by_cases h : a = b
  · rw [if_pos (hab.mpr h), if_pos h, hN]
  · rw [if_neg (fun h0 => h (hab.mp h0)), if_neg h, mul_zero]

/-- Moving a Pauli string through the Hadamard matrix exchanges its labels `x` and `z`
and produces the sign `(-1)^(x·z)`. -/
theorem hadamardGate_mul_pauli {n : ℕ} (x z : Bits n) :
    hadamardGate n * pauli x z = phase (x ⬝ᵥ z) • (pauli z x * hadamardGate n) := by
  ext a b
  have hl : (hadamardGate n * pauli x z) a b =
      hadamardGate n a (b + x) * phase (z ⬝ᵥ b) := by
    simp [Matrix.mul_apply, pauli]
  have hr : (pauli z x * hadamardGate n) a b =
      phase (x ⬝ᵥ (a + z)) * hadamardGate n (a + z) b := by
    simp only [Matrix.mul_apply, pauli, eq_add_iff a _ z]
    simp
  have hq : phase (x ⬝ᵥ z) * phase (x ⬝ᵥ z) = 1 := by
    rw [← phase_add, CharTwo.add_self_eq_zero]
    simp [phase]
  rw [Matrix.smul_apply, hl, hr, smul_eq_mul]
  simp only [hadamardGate, dotProduct_add, add_dotProduct, phase_add, dotProduct_comm x a]
  linear_combination (-((((Real.sqrt 2 : ℝ) : ℂ)⁻¹) ^ n * phase (a ⬝ᵥ b) *
    phase (a ⬝ᵥ x) * phase (z ⬝ᵥ b))) * hq

/-- Conjugation by the `n`-qubit Hadamard matrix `W` exchanges the two labels of a Pauli
string up to a sign: `W P(x,z) W = (-1)^(x·z) P(z,x)`. -/
theorem hadamardGate_conj_pauli {n : ℕ} (x z : Bits n) :
    hadamardGate n * pauli x z * hadamardGate n = phase (x ⬝ᵥ z) • pauli z x := by
  rw [hadamardGate_mul_pauli, Matrix.smul_mul, Matrix.mul_assoc, hadamardGate_mul_self,
    Matrix.mul_one]

/-- A Pauli string `P(x,z)` commutes with the `n`-qubit Hadamard matrix exactly when
`x = z` and `x·z = 0` modulo 2. -/
theorem hadamardGate_commute_iff {n : ℕ} (x z : Bits n) :
    hadamardGate n * pauli x z = pauli x z * hadamardGate n ↔ x = z ∧ x ⬝ᵥ z = 0 := by
  constructor
  · intro h
    have hc := hadamardGate_conj_pauli x z
    rw [h, Matrix.mul_assoc, hadamardGate_mul_self, Matrix.mul_one] at hc
    -- compare the amplitudes from state `0` to state `x`
    have he := congrFun (congrFun hc x) 0
    have h0 : phase 0 = 1 := if_pos rfl
    simp only [Matrix.smul_apply, pauli, zero_add, dotProduct_zero, h0, if_true,
      smul_eq_mul] at he
    by_cases hxz : x = z
    · refine ⟨hxz, ?_⟩
      by_contra ht
      rw [if_pos hxz, phase, if_neg ht] at he
      norm_num at he
    · rw [if_neg hxz, mul_zero] at he
      exact absurd he one_ne_zero
  · rintro ⟨rfl, h⟩
    rw [hadamardGate_mul_pauli, h, phase, if_pos rfl, one_smul]

end

end HadamardPauliExchange
```

```lean
#print axioms HadamardPauliExchange.hadamardGate_eq_prod
-- 'HadamardPauliExchange.hadamardGate_eq_prod' depends on axioms: [propext, Classical.choice, Quot.sound]
#print axioms HadamardPauliExchange.hadamardGate_transpose
-- 'HadamardPauliExchange.hadamardGate_transpose' depends on axioms: [propext, Classical.choice, Quot.sound]
#print axioms HadamardPauliExchange.hadamardGate_conj_pauli
-- 'HadamardPauliExchange.hadamardGate_conj_pauli' depends on axioms: [propext, Classical.choice, Quot.sound]
#print axioms HadamardPauliExchange.hadamardGate_commute_iff
-- 'HadamardPauliExchange.hadamardGate_commute_iff' depends on axioms: [propext, Classical.choice, Quot.sound]
```

`phase_add` checks the four pairs of bits. `hadamardGate_eq_prod` extends it by induction to a sum over any set of qubits, which factorises the sign of a·b.

`sum_phase` is the bit-flip argument: `hflip` reverses the sign of each term, `Equiv.sum_comp` says that the shift only reorders the sum, and `linear_combination` solves S = −S. In `hadamardGate_mul_self`, `hterm` merges two signs into that of (a + b)·c, and `hN` cancels the normalisation against 2^n.

In `hadamardGate_mul_pauli`, `hl` and `hr` are the two entry formulas above. The second uses `eq_add_iff` to turn a = c + z into c = a + z, which picks out the surviving term. The sign (−1)^(x·z) then occurs twice on the right, and `hq` says that its square is 1. `hadamardGate_conj_pauli` multiplies by W and uses W² = 1. The forward half of `hadamardGate_commute_iff` reads off the entry in row x, column 0; the reverse half substitutes x = z and x·z = 0 into the exchange rule.

The same entry comparison settles anticommutation: W P(x,z) = −P(x,z) W exactly when x = z and x·z = 1, that is, for strings of Y's and identities with an odd number of Y's. This neighbouring result is argued here in prose and has no theorem in the code.

For an ideal Hadamard layer on all n qubits, a stabiliser simulation can therefore update a Pauli string by swapping two bit strings and computing one parity. The same rule turns a product of X's in a qubit Hamiltonian into a product of Z's, which can be measured in the computational basis.
